# Hydrogenic $r^{-3}$ radial integrals: $Z^3/81$ (3p–3p), $Z^3/405$ (3d–3d), $Z^3/(18\sqrt{30})$ (1s–3d) and zero (3s–3d)

With $r$ the electron–nucleus distance in Bohr radii, the hydrogen 1s function $2e^{-r}$ times the 3d function $4r^2e^{-r/3}/(81\sqrt{30})$, times $r^{-3}$ and the volume weight $r^2$, is the single term $\frac{8}{81\sqrt{30}}\,r\,e^{-4r/3}$, and since $\int_0^\infty r e^{-4r/3}\,dr = (3/4)^2 = 9/16$ its integral is $\frac{1}{18\sqrt{30}}$. The 3p–3p, 3d–3d and 3s–3d integrals are finite sums of terms of the same kind, and for 3s–3d the terms cancel exactly. These are the integrals for hydrogen, and for a one-electron atom of nuclear charge $Z$ each is multiplied by $Z^3$.

```lean
import Mathlib

open MeasureTheory Set Real

namespace HydrogenInverseCube

noncomputable section

/-- `F` is integrable over `r > 0` and its integral equals `v`. -/
def HasIntegral (F : ℝ → ℝ) (v : ℝ) : Prop :=
  IntegrableOn F (Ioi 0) ∧ ∫ r in Ioi (0 : ℝ), F r = v

/-- The radial integral `∫ f g r^(-s) r² dr` over `r > 0` converges absolutely and equals `v`. -/
def HasRadialIntegral (s : ℕ) (f g : ℝ → ℝ) (v : ℝ) : Prop :=
  HasIntegral (fun r => f r * g r * (r ^ s)⁻¹ * r ^ 2) v

/-- Hydrogen 1s radial function. -/
def R10 (r : ℝ) : ℝ := 2 * exp (-r)

/-- Hydrogen 3s radial function. -/
def R30 (r : ℝ) : ℝ := 2 * (27 - 18 * r + 2 * r ^ 2) * exp (-r / 3) / (81 * √3)

/-- Hydrogen 3p radial function. -/
def R31 (r : ℝ) : ℝ := 8 * r * (1 - r / 6) * exp (-r / 3) / (27 * √6)

/-- Hydrogen 3d radial function. -/
def R32 (r : ℝ) : ℝ := 4 * r ^ 2 * exp (-r / 3) / (81 * √30)

/-- The radial function for nuclear charge `Z` obtained from the hydrogen one:
`Z^(3/2) f(Z r)`. -/
def scaled (Z : ℝ) (f : ℝ → ℝ) (r : ℝ) : ℝ := √(Z ^ 3) * f (Z * r)

/-- For `a > 0`, `∫ c rⁿ exp(-a r) dr = c n! / a^(n+1)` over `r > 0`. -/
theorem slater (c : ℝ) (n : ℕ) {a : ℝ} (ha : 0 < a) :
    HasIntegral (fun r => c * (r ^ n * exp (-(a * r)))) (c * (n.factorial / a ^ (n + 1))) := by
  have h := Real.integral_rpow_mul_exp_neg_mul_Ioi (show (0 : ℝ) < (n : ℝ) + 1 by positivity) ha
  have hp : (1 / a) ^ ((n : ℝ) + 1) = (1 / a) ^ (n + 1) := by
    rw [← Real.rpow_natCast, Nat.cast_add_one]
  rw [hp, Real.Gamma_nat_eq_factorial] at h
  simp only [add_sub_cancel_right, Real.rpow_natCast] at h
  have h1 : ∫ r in Ioi (0 : ℝ), r ^ n * exp (-(a * r)) = n.factorial / a ^ (n + 1) := by
    rw [h, one_div, inv_pow, div_eq_inv_mul]
  -- a nonzero value of the integral forces integrability
  have hi : Integrable (fun r : ℝ => r ^ n * exp (-(a * r))) (volume.restrict (Ioi 0)) := by
    by_contra hc
    rw [integral_undef hc] at h1
    have hpos : (0 : ℝ) < n.factorial / a ^ (n + 1) := by positivity
    linarith
  exact ⟨hi.const_mul c, by rw [integral_const_mul, h1]⟩

/-- Integrals over `r > 0` add. -/
theorem HasIntegral.add {F G : ℝ → ℝ} {v w : ℝ} (hF : HasIntegral F v) (hG : HasIntegral G w) :
    HasIntegral (fun r => F r + G r) (v + w) :=
  ⟨Integrable.add hF.1 hG.1, by rw [integral_add hF.1 hG.1, hF.2, hG.2]⟩

/-- If `G = K F` for `r > 0`, the integral of `G` is `K` times that of `F`. -/
theorem HasIntegral.rescale {F G : ℝ → ℝ} {v w : ℝ} (K : ℝ) (h : HasIntegral F v)
    (hG : ∀ r, 0 < r → G r = K * F r) (hw : w = K * v) : HasIntegral G w := by
  have hi : IntegrableOn (fun r => K * F r) (Ioi 0) := Integrable.const_mul h.1 K
  have he : EqOn (fun r => K * F r) G (Ioi 0) := fun r hr => (hG r hr).symm
  refine ⟨hi.congr_fun he measurableSet_Ioi, ?_⟩
  rw [← setIntegral_congr_fun measurableSet_Ioi he, integral_const_mul, h.2, hw]

/-- Passing to nuclear charge `Z > 0` multiplies the `r^(-s)` radial integral by `Z^s`. -/
theorem scaled_radial {s : ℕ} {f g : ℝ → ℝ} {v Z : ℝ} (hZ : 0 < Z)
    (h : HasRadialIntegral s f g v) :
    HasRadialIntegral s (scaled Z f) (scaled Z g) (Z ^ s * v) := by
  -- substitution x = Z r
  have key : ∀ F : ℝ → ℝ, HasIntegral F v → HasIntegral (fun r => F (Z * r)) (Z⁻¹ * v) := by
    intro F hF
    refine ⟨(integrableOn_Ioi_comp_mul_left_iff F 0 hZ).2 (by rw [mul_zero]; exact hF.1), ?_⟩
    rw [integral_comp_mul_left_Ioi F 0 hZ, mul_zero, hF.2, smul_eq_mul]
  have hZ0 := hZ.ne'
  unfold HasRadialIntegral at h ⊢
  refine HasIntegral.rescale (Z ^ (s + 1)) (key _ h) (fun r hr => ?_) (by field_simp; ring)
  have hr0 := hr.ne'
  have hs : √(Z ^ 3) * √(Z ^ 3) = Z ^ 3 := Real.mul_self_sqrt (by positivity)
  simp only [scaled, mul_pow]
  calc _ = (√(Z ^ 3) * √(Z ^ 3)) * (f (Z * r) * g (Z * r) * (r ^ s)⁻¹ * r ^ 2) := by ring
    _ = _ := by rw [hs]; field_simp; ring

/-- The 3s and 3p radial functions are normalised with weight `r²`. -/
theorem normalised : HasRadialIntegral 0 R30 R30 1 ∧ HasRadialIntegral 0 R31 R31 1 := by
  have ha : (0 : ℝ) < 2 / 3 := by norm_num
  have e : ∀ r : ℝ, exp (-(2 / 3 * r)) = exp (-r / 3) * exp (-r / 3) := fun r => by
    rw [← Real.exp_add]; congr 1; ring
  unfold HasRadialIntegral
  constructor
  · refine HasIntegral.rescale ((2 / (81 * √3)) ^ 2)
      (((((slater 729 2 ha).add (slater (-972) 3 ha)).add (slater 432 4 ha)).add
        (slater (-72) 5 ha)).add (slater 4 6 ha)) (fun r _ => ?_) ?_
    · simp only [R30, e]; ring
    · rw [div_pow, mul_pow, Real.sq_sqrt (by norm_num)]; norm_num [Nat.factorial]
  · refine HasIntegral.rescale ((8 / (27 * √6)) ^ 2)
      (((slater 1 4 ha).add (slater (-1 / 3) 5 ha)).add (slater (1 / 36) 6 ha))
      (fun r _ => ?_) ?_
    · simp only [R31, e]; ring
    · rw [div_pow, mul_pow, Real.sq_sqrt (by norm_num)]; norm_num [Nat.factorial]

/-- The diagonal `r^(-3)` integrals are `1/81` for 3p and `1/405` for 3d. -/
theorem diagonal :
    HasRadialIntegral 3 R31 R31 (1 / 81) ∧ HasRadialIntegral 3 R32 R32 (1 / 405) := by
  have ha : (0 : ℝ) < 2 / 3 := by norm_num
  have e : ∀ r : ℝ, exp (-(2 / 3 * r)) = exp (-r / 3) * exp (-r / 3) := fun r => by
    rw [← Real.exp_add]; congr 1; ring
  have h6 : √6 ≠ 0 := by positivity
  have h30 : √30 ≠ 0 := by positivity
  unfold HasRadialIntegral
  constructor
  · refine HasIntegral.rescale ((8 / (27 * √6)) ^ 2)
      (((slater 1 1 ha).add (slater (-1 / 3) 2 ha)).add (slater (1 / 36) 3 ha))
      (fun r hr => ?_) ?_
    · have hr0 := hr.ne'
      simp only [R31, e]
      generalize exp (-r / 3) = E
      field_simp
      ring
    · rw [div_pow, mul_pow, Real.sq_sqrt (by norm_num)]; norm_num [Nat.factorial]
  · refine HasIntegral.rescale ((4 / (81 * √30)) ^ 2) (slater 1 3 ha) (fun r hr => ?_) ?_
    · have hr0 := hr.ne'
      simp only [R32, e]
      generalize exp (-r / 3) = E
      field_simp
    · rw [div_pow, mul_pow, Real.sq_sqrt (by norm_num)]; norm_num [Nat.factorial]

/-- The 1s-3d `r^(-3)` integral is `1/(18 √30)`. -/
theorem one_s_three_d : HasRadialIntegral 3 R10 R32 (1 / (18 * √30)) := by
  have ha : (0 : ℝ) < 4 / 3 := by norm_num
  have e : ∀ r : ℝ, exp (-(4 / 3 * r)) = exp (-r) * exp (-r / 3) := fun r => by
    rw [← Real.exp_add]; congr 1; ring
  have h30 : √30 ≠ 0 := by positivity
  unfold HasRadialIntegral
  refine HasIntegral.rescale (8 / (81 * √30)) (slater 1 1 ha) (fun r hr => ?_) ?_
  · have hr0 := hr.ne'
    simp only [R10, R32, e]
    generalize exp (-r / 3) = E
    generalize exp (-r) = D
    field_simp
    ring
  · simp only [Nat.factorial_one, Nat.cast_one]; ring

/-- The 3s-3d integral vanishes for `r^(-2)` and `r^(-3)`, and equals `4/(243 √3 √30)`
for `r^(-4)`. -/
theorem three_s_three_d : HasRadialIntegral 2 R30 R32 0 ∧ HasRadialIntegral 3 R30 R32 0 ∧
    HasRadialIntegral 4 R30 R32 (4 / (243 * √3 * √30)) := by
  have ha : (0 : ℝ) < 2 / 3 := by norm_num
  have e : ∀ r : ℝ, exp (-(2 / 3 * r)) = exp (-r / 3) * exp (-r / 3) := fun r => by
    rw [← Real.exp_add]; congr 1; ring
  have h3 : √3 ≠ 0 := by positivity
  have h30 : √30 ≠ 0 := by positivity
  -- the integrand is a constant times r^m (27 - 18 r + 2 r²) exp(-2r/3) with m = 4 - s
  have p := fun i j k : ℕ => ((slater 27 i ha).add (slater (-18) j ha)).add (slater 2 k ha)
  unfold HasRadialIntegral
  refine ⟨HasIntegral.rescale (8 / (6561 * √3 * √30)) (p 2 3 4) (fun r hr => ?_) ?_,
    HasIntegral.rescale (8 / (6561 * √3 * √30)) (p 1 2 3) (fun r hr => ?_) ?_,
    HasIntegral.rescale (8 / (6561 * √3 * √30)) (p 0 1 2) (fun r hr => ?_) ?_⟩
  · have hr0 := hr.ne'
    simp only [R30, R32, e]
    generalize exp (-r / 3) = E
    field_simp
    ring
  · norm_num [Nat.factorial]
  · have hr0 := hr.ne'
    simp only [R30, R32, e]
    generalize exp (-r / 3) = E
    field_simp
    ring
  · norm_num [Nat.factorial]
  · have hr0 := hr.ne'
    simp only [R30, R32, e]
    generalize exp (-r / 3) = E
    field_simp
    ring
  · simp only [Nat.factorial_zero, Nat.factorial_one, Nat.factorial_two, Nat.cast_one,
      Nat.cast_ofNat]
    ring

/-- For nuclear charge `Z > 0` the `r^(-3)` radial integrals are `Z³/81` (3p-3p), `Z³/405`
(3d-3d), `Z³/(18 √30)` (1s-3d) and `0` (3s-3d). -/
theorem inverse_cube_integrals {Z : ℝ} (hZ : 0 < Z) :
    HasRadialIntegral 3 (scaled Z R31) (scaled Z R31) (Z ^ 3 / 81) ∧
    HasRadialIntegral 3 (scaled Z R32) (scaled Z R32) (Z ^ 3 / 405) ∧
    HasRadialIntegral 3 (scaled Z R10) (scaled Z R32) (Z ^ 3 / (18 * √30)) ∧
    HasRadialIntegral 3 (scaled Z R30) (scaled Z R32) 0 := by
  have h1 := scaled_radial hZ diagonal.1
  have h2 := scaled_radial hZ diagonal.2
  have h3 := scaled_radial hZ one_s_three_d
  have h4 := scaled_radial hZ three_s_three_d.2.1
  rw [mul_one_div] at h1 h2 h3
  rw [mul_zero] at h4
  exact ⟨h1, h2, h3, h4⟩

end

end HydrogenInverseCube
```

```lean
#print axioms HydrogenInverseCube.normalised
#print axioms HydrogenInverseCube.inverse_cube_integrals
```

```
'HydrogenInverseCube.normalised' depends on axioms: [propext, Classical.choice, Quot.sound]
'HydrogenInverseCube.inverse_cube_integrals' depends on axioms: [propext, Classical.choice, Quot.sound]
```

## The four values and their meaning in Lean

For two real functions $f$ and $g$ of $r$ and a natural number $s$, write

$$\langle f|r^{-s}|g\rangle=\int_0^\infty f(r)\,g(r)\,r^{-s}\,r^2\,dr .$$

`HasRadialIntegral s f g v` says that this integrand is Lebesgue integrable on $r>0$, which means that the integral converges absolutely, and that its value is $v$. It is built on `HasIntegral F v`, the conjunction of `IntegrableOn F (Ioi 0)` with the equation for the integral, where `Ioi 0` is the open half-line $r>0$. The integrability clause matters most for the 3s–3d case. Mathlib assigns the value $0$ to the integral of a non-integrable function, so the bare equation "integral $=0$" would also hold for a divergent integrand, and the conjunction excludes that reading.

The functions $R_{nl}$, with principal quantum number $n$ and orbital quantum number $l$, are given by explicit formulas:

$$R_{10}=2e^{-r},\qquad R_{30}=\frac{2\,(27-18r+2r^2)}{81\sqrt3}\,e^{-r/3},$$

$$R_{31}=\frac{8r\,(1-r/6)}{27\sqrt6}\,e^{-r/3},\qquad R_{32}=\frac{4r^2}{81\sqrt{30}}\,e^{-r/3}.$$

These are `R10`, `R30`, `R31` and `R32`. For a nuclear charge $Z$, `scaled Z f` is the function $f^{(Z)}(r)=\sqrt{Z^3}\,f(Zr)$. The final theorem `inverse_cube_integrals` states that for every real $Z>0$

$$\langle R_{31}^{(Z)}|r^{-3}|R_{31}^{(Z)}\rangle=\frac{Z^3}{81},\qquad \langle R_{32}^{(Z)}|r^{-3}|R_{32}^{(Z)}\rangle=\frac{Z^3}{405},$$

$$\langle R_{10}^{(Z)}|r^{-3}|R_{32}^{(Z)}\rangle=\frac{Z^3}{18\sqrt{30}},\qquad \langle R_{30}^{(Z)}|r^{-3}|R_{32}^{(Z)}\rangle=0,$$

each with absolute convergence. The hydrogen values are stated directly for the unscaled functions in `diagonal`, `one_s_three_d` and `three_s_three_d`. The last of these also gives $\langle R_{30}|r^{-2}|R_{32}\rangle=0$ and $\langle R_{30}|r^{-4}|R_{32}\rangle=4/(243\sqrt3\sqrt{30})$, so the cancellation depends on the exponent. The theorem `normalised` gives $\langle R_{30}|r^{0}|R_{30}\rangle=\langle R_{31}|r^{0}|R_{31}\rangle=1$.

## Hydrogenic orbitals, units and phases

The formulas describe one non-relativistic electron bound to a fixed point nucleus, in atomic units, so the $r^{-3}$ integrals are in inverse cubic Bohr radii. An orbital is $R_{nl}(r)$ times a normalised spherical harmonic, and $r^2$ is the radial part of the volume element. The hypothesis $Z>0$ stands for an attractive Coulomb potential $-Z/r$, for which the orbitals contract by the factor $1/Z$. Positive integer values give the hydrogen atom ($Z=1$) and the one-electron ions ($Z\ge2$), and non-integer values can be read as effective charges. The factor $\sqrt{Z^3}$ keeps the norm fixed, which is the case $s=0$ of `scaled_radial`.

The four functions and the scaling rule are definitions. That they solve the radial Schrödinger equation is an input and is not derived. Normalisation is proved for $R_{30}$ and $R_{31}$, where it fixes the prefactor up to sign, and the prefactors of $R_{10}$ and $R_{32}$ are taken as written. All four functions are chosen positive for small $r>0$. This phase convention decides the sign of the 1s–3d value and of the $r^{-4}$ value, while the diagonal values and the zeros do not depend on it. No angular integral, spin, relativistic correction or finite nuclear size enters, and only the listed pairs of states are treated.

The factor $r^{-3}$ is the radial part of the spin–orbit operator in a Coulomb potential and, together with a spherical harmonic of rank 2, of the dipolar hyperfine interaction and of the electric field gradient at the nucleus. A rank-2 harmonic connects p with p, d with d and s with d, which are the types of pair that occur here. In PAW calculations such quantities involve one-centre radial integrals over products of partial waves, and the closed values above can serve as references for a radial quadrature with this weight, for the one-electron point-nucleus atom only. Within the same model, 3s and 3d are degenerate, and the zero means that an operator of the form $r^{-3}$ times an angular function has no matrix element between them.

## Term-by-term integration

Everything rests on

$$\int_0^\infty r^n e^{-ar}\,dr=\frac{n!}{a^{n+1}}\qquad(a>0,\ n=0,1,2,\dots),$$

which follows from the substitution $x=ar$ and $\Gamma(n+1)=n!$. In this formula and in `slater`, $n$ is the power of $r$ and not the principal quantum number. A product of two third-shell functions carries $e^{-r/3}e^{-r/3}=e^{-2r/3}$, so define $I_k=\int_0^\infty r^k e^{-2r/3}\,dr=k!\,(3/2)^{k+1}$:

$$I_0=\tfrac32,\quad I_1=\tfrac94,\quad I_2=\tfrac{27}4,\quad I_3=\tfrac{243}8,\quad I_4=\tfrac{729}4,\quad I_5=\tfrac{10935}8,\quad I_6=\tfrac{98415}8 .$$

For 3p–3p the squared prefactor is $64/(729\cdot 6)=32/2187$. The powers of $r$ combine to $r^2\cdot r^{-3}\cdot r^2=r$, and $(1-r/6)^2=1-r/3+r^2/36$. Hence

$$\langle R_{31}|r^{-3}|R_{31}\rangle=\frac{32}{2187}\Big(I_1-\frac{I_2}{3}+\frac{I_3}{36}\Big)=\frac{32}{2187}\Big(\frac94-\frac94+\frac{27}{32}\Big)=\frac{27}{2187}=\frac1{81}.$$

For 3d–3d the squared prefactor is $16/(6561\cdot30)=8/98415$ and the power is $r^4\cdot r^{-3}\cdot r^2=r^3$, so the integral is $\frac{8}{98415}\cdot\frac{243}{8}=\frac1{405}$.

For 1s–3d the exponentials combine to $e^{-r}e^{-r/3}=e^{-4r/3}$, the prefactor is $2\cdot4/(81\sqrt{30})$ and the power is $r^2\cdot r^{-3}\cdot r^2=r$. This gives $\frac{8}{81\sqrt{30}}\cdot\frac{9}{16}=\frac1{18\sqrt{30}}$.

For 3s–3d let $K=\frac{8}{6561\sqrt3\sqrt{30}}$ be the product of the prefactors and let $m=4-s$ be the power left from $r^2\cdot r^{-s}\cdot r^2$. The integrand is $K\,r^m(27-18r+2r^2)\,e^{-2r/3}$, and the integral is $K\,(27I_m-18I_{m+1}+2I_{m+2})$. The three exponents give

$$s=2:\quad \frac{729}{4}-\frac{2187}{4}+\frac{1458}{4}=0,$$

$$s=3:\quad \frac{243}{4}-\frac{486}{4}+\frac{243}{4}=0,$$

$$s=4:\quad \frac{81}{2}-\frac{81}{2}+\frac{27}{2}=\frac{27}{2},\qquad K\cdot\frac{27}{2}=\frac{4}{243\sqrt3\sqrt{30}} .$$

The function $R_{32}$ is positive and $R_{30}$ has two nodes, so the integrand is positive near the nucleus, negative between the nodes and positive beyond them. For $s=2$ and $s=3$ the negative region balances the two positive ones. The weight $r^{-4}$ leaves a positive remainder.

Normalisation is the case $s=0$. For 3s, $(27-18r+2r^2)^2=729-972r+432r^2-72r^3+4r^4$, and multiplication by $r^2$ gives $729I_2-972I_3+432I_4-72I_5+4I_6$. In units of $19683/4$ these terms are $1,-6,16,-20,10$, with sum $1$, and the squared prefactor is $4/19683$. For 3p, $I_4-I_5/3+I_6/36=(5832-14580+10935)/32=2187/32$, the inverse of $32/2187$.

The charge dependence follows from $x=Zr$, so that $r^{2-s}=Z^{s-2}x^{2-s}$ and $dr=dx/Z$:

$$\langle f^{(Z)}|r^{-s}|g^{(Z)}\rangle=Z^3\int_0^\infty f(Zr)\,g(Zr)\,r^{2-s}\,dr=Z^{3}Z^{s-2}Z^{-1}\langle f|r^{-s}|g\rangle=Z^s\,\langle f|r^{-s}|g\rangle .$$

## From the Gamma integral to the final theorem

`slater` is the basic formula with a constant factor $c$. It takes Mathlib's `Real.integral_rpow_mul_exp_neg_mul_Ioi` at the real argument $n+1$, converts real powers to natural powers, and replaces $\Gamma(n+1)$ by $n!$ through `Real.Gamma_nat_eq_factorial`. That yields the value `h1`. Integrability, `hi`, comes by contradiction: `integral_undef` would turn `h1` into $0=n!/a^{n+1}$, whose right side is positive. The factor $c$ is attached afterwards, so the argument does not depend on its sign or on its being nonzero.

`HasIntegral.add` is linearity for a sum, and it carries integrability along with the value. This is how the 3s–3d integrand obtains its integrability. Each of its three terms has a nonzero integral and is covered by `slater`, while the total, which is zero for $s=2$ and $s=3$, could not be treated by the same contradiction in those two cases.

`HasIntegral.rescale` passes from $F$ with integral $v$ to any $G$ with $G(r)=K\,F(r)$ for $r>0$ and any $w=Kv$. Every concrete integral is one application of it, and each leaves two goals that match the two halves of the derivation above. The first is the pointwise identity between the physical integrand and prefactor times polynomial times exponential. The second is the arithmetic identity for the value.

In the 3p half of `diagonal`, the constant is `(8 / (27 * √6)) ^ 2` and $F$ is the sum of `slater 1 1 ha`, `slater (-1 / 3) 2 ha` and `slater (1 / 36) 3 ha`, which are $I_1$, $-I_2/3$ and $I_3/36$. For the pointwise goal, `e` splits $e^{-2r/3}$ into two factors $e^{-r/3}$, `generalize` replaces that exponential by a variable `E`, `field_simp` clears the denominators and cancels the powers of $r$ using $r\neq0$, and `ring` expands the square. For the value, `Real.sq_sqrt` turns $(\sqrt6)^2$ into $6$ and `norm_num` evaluates the factorials and fractions. The 3d half uses the single term `slater 1 3 ha`. `normalised` has the same shape with powers 2 to 6 for 3s and 4 to 6 for 3p, and there `ring` settles the pointwise goal without cancellation. `one_s_three_d` uses $a=4/3$ and `slater 1 1 ha`, and $\sqrt{30}$ stays unsquared on both sides.

In `three_s_three_d` the local term `p` builds $27I_i-18I_j+2I_k$ for arbitrary powers $i,j,k$. The instances `p 2 3 4`, `p 1 2 3` and `p 0 1 2` are $m=2,1,0$, that is $s=2,3,4$, all with the constant `8 / (6561 * √3 * √30)`.

`scaled_radial` performs the substitution in two stages. The statement `key` says that $r\mapsto F(Zr)$ is integrable with integral $Z^{-1}v$, by Mathlib's change-of-variable lemmas for the half-line. Applied to the unscaled integrand $F(x)=f(x)g(x)x^{-s}x^2$, it leaves the comparison of the scaled integrand with $F(Zr)$. The ratio is $Z^3\cdot Z^{s}\cdot Z^{-2}=Z^{s+1}$, the constant `Z ^ (s + 1)` handed to `HasIntegral.rescale`, with `hs` supplying $\sqrt{Z^3}\sqrt{Z^3}=Z^3$. The value is $Z^{s+1}Z^{-1}v=Z^sv$. `inverse_cube_integrals` applies this lemma at $s=3$ to the four hydrogen results.

## A real exponent in place of a natural one

The definition takes `s : ℕ` and writes the weight as `(r ^ s)⁻¹`, which keeps all powers natural and all values rational multiples of the prefactors. With a real exponent $s$ and a real power $r^{-s}$, the three 3s–3d cases would merge into one statement. The factorials become Gamma functions, $I_m=\Gamma(m+1)(3/2)^{m+1}$ for $m>-1$, and $\Gamma(x+1)=x\,\Gamma(x)$ gives $I_{m+1}=\tfrac32(m+1)I_m$. Then

$$27I_m-18I_{m+1}+2I_{m+2}=I_m\Big[27-27(m+1)+\tfrac92(m+1)(m+2)\Big]=\tfrac92\,(m-1)(m-2)\,I_m ,$$

and with $m=4-s$ the integral would read $\tfrac92K\,(s-2)(s-3)\,\Gamma(5-s)\,(3/2)^{5-s}$. Such a theorem would need the explicit hypothesis $s<5$ for convergence at the nucleus, and it would show $s=2$ and $s=3$ to be the only zeros in that range. The price is that `field_simp` and `ring` no longer combine the powers of $r$, so the rules for real powers would have to be invoked by name. This closed form is a pencil derivation, and the file confirms it at $s=2$, $3$ and $4$ only.
